# A unitary matrix of eigenvectors diagonalises a finite Hermitian matrix

A Hermitian matrix `H` with complex entries and a finite index set can represent an observable of a quantum system in a finite orthonormal basis. The theorem `modes_spec` takes the matrix U whose columns are orthonormal eigenvectors of `H`, and states that U Uᴴ = 1 and H U = U D, where D is the diagonal matrix of the real eigenvalues. The first part is read off from the membership of U in the unitary group. For the second, the attempt compares the entries in row `a` and column `b`, and tries to obtain their equality from component `a` of the eigenvector equation for the `b`-th eigenvector.

The first attempt, which Lean rejects:

```lean
import Mathlib

open Matrix MeasureTheory

namespace ModesSpec

noncomputable section

variable {n : Type*} [Fintype n] [DecidableEq n] {H : Matrix n n ℂ}

/-- The matrix whose columns are orthonormal eigenvectors of the Hermitian matrix `H`. -/
def modes (hH : H.IsHermitian) : Matrix n n ℂ := hH.eigenvectorUnitary

/-- The eigenvector matrix `U` of a Hermitian `H` satisfies `U Uᴴ = 1` and `H U = U D`, with `D`
the diagonal matrix of eigenvalues. -/
theorem modes_spec (hH : H.IsHermitian) :
    modes hH * (modes hH)ᴴ = 1 ∧
      H * modes hH = modes hH * diagonal (fun k => (hH.eigenvalues k : ℂ)) := by
  refine ⟨Matrix.mem_unitaryGroup_iff.1 hH.eigenvectorUnitary.2, ?_⟩
  ext a b
  have h := congrFun (hH.mulVec_eigenvectorBasis b) a
  simpa [modes, Matrix.mul_apply, mulVec, dotProduct,
    Matrix.IsHermitian.eigenvectorUnitary_apply, mul_comm] using h

end

end ModesSpec
```

Lean reports:

```
Main.lean:22:2: error: Type mismatch: After simplification, term
  h
 has type
  ∑ x, H a x * (hH.eigenvectorBasis b).ofLp x = ↑(hH.eigenvalues b) * (hH.eigenvectorBasis b).ofLp a
but is expected to have type
  ∑ j, H a j * (hH.eigenvectorBasis b).ofLp j =
    ∑ j, (hH.eigenvectorBasis j).ofLp a * diagonal (fun k => ↑(hH.eigenvalues k)) j b
```

The mended proof, as a diff:

```diff
@@ -20,4 +20,5 @@
   ext a b
   have h := congrFun (hH.mulVec_eigenvectorBasis b) a
+  rw [mul_diagonal]
   simpa [modes, Matrix.mul_apply, mulVec, dotProduct,
     Matrix.IsHermitian.eigenvectorUnitary_apply, mul_comm] using h
```

What went wrong. The message says that, after simplification, the hypothesis `h` and the goal still differ. Their left sides agree: both are the sum for component `a` of `H` applied to the `b`-th eigenvector. On the right, `h` has a single product, the eigenvalue times the eigenvector's component, while the goal has a sum over `j` containing the entries `diagonal (...) j b`.

That sum comes from `Matrix.mul_apply`, which was given to `simpa` and expanded the product U D as well as H U. Only the term `j = b` of the sum is nonzero, but the simplifier did not evaluate the diagonal entries, so the sum never collapsed.

The added line `rw [mul_diagonal]` deals with U D before `simpa` runs. This lemma says that an entry of a matrix times a diagonal matrix is the matrix's own entry times the diagonal value for that column. The right side of the goal thus becomes the entry of U at `a`, `b` times the `b`-th eigenvalue, with no sum left to expand. The unchanged `simpa` call then matches it with `h`, using `mul_comm` for the order of the factors.
